# Inverse-cube decay of partial-wave tails with weights $(l+\tfrac12)^{-4}$

If only the wave $l=0$ is kept, the first omitted weight is $(3/2)^{-4}=16/81$, which is below $\tfrac13(1-\tfrac1{2^3})=7/24$. The next, $(5/2)^{-4}$, is below $\tfrac13(\tfrac1{2^3}-\tfrac1{3^3})$, and so on; the right-hand sides telescope, and the whole tail is at most $\tfrac13$.

```lean
import Mathlib

open Filter Topology

namespace PartialWaveExtrapolation

noncomputable section

/-- The weight `(l + 1/2)^(-4)` of the partial wave of angular momentum `l`. -/
def waveWeight (l : ℕ) : ℝ := 1 / ((l : ℝ) + 1 / 2) ^ 4

/-- The sum of the weights of all partial waves with `l ≥ L + 1`. -/
def partialWaveTail (L : ℕ) : ℝ := ∑' k : ℕ, waveWeight (k + (L + 1))

/-- Model energy with partial waves up to `L`: the wave `l` lowers the reference energy `E₀`
by `A (l + 1/2)^(-4)`. -/
def truncatedEnergy (E₀ A : ℝ) (L : ℕ) : ℝ :=
  E₀ - A * ∑ l ∈ Finset.range (L + 1), waveWeight l

/-- Model energy with all partial waves included. -/
def completeEnergy (E₀ A : ℝ) : ℝ := E₀ - A * ∑' l : ℕ, waveWeight l

/-- Two-point inverse-cube extrapolation from energies `eX`, `eY` at sizes `X`, `Y`. -/
def cubicExtrapolation (X Y eX eY : ℝ) : ℝ :=
  (Y ^ 3 * eY - X ^ 3 * eX) / (Y ^ 3 - X ^ 3)

/-- The inverse fourth power at the midpoint of `[x, x + 1]` lies between a difference of
corrected inverse cubes and a difference of plain inverse cubes. -/
theorem midpoint_step {x : ℝ} (hx : 0 < x) :
    (1 / (3 * x ^ 3) - 1 / (6 * x ^ 5)) - (1 / (3 * (x + 1) ^ 3) - 1 / (6 * (x + 1) ^ 5))
      ≤ 1 / (x + 1 / 2) ^ 4 ∧
    1 / (x + 1 / 2) ^ 4 ≤ 1 / (3 * x ^ 3) - 1 / (3 * (x + 1) ^ 3) := by
  constructor
  · -- the difference is a quotient of polynomials with positive coefficients
    have h : 1 / (x + 1 / 2) ^ 4 - ((1 / (3 * x ^ 3) - 1 / (6 * x ^ 5))
        - (1 / (3 * (x + 1) ^ 3) - 1 / (6 * (x + 1) ^ 5)))
        = (49 / 8 * (x * (x + 1)) ^ 3 + 59 / 16 * (x * (x + 1)) ^ 2
          + 13 / 16 * (x * (x + 1)) + 1 / 16)
          / (6 * (x * (x + 1)) ^ 5 * (x + 1 / 2) ^ 4) := by
      field_simp
      ring
    rw [← sub_nonneg, h]
    positivity
  · have h : 1 / (3 * x ^ 3) - 1 / (3 * (x + 1) ^ 3) - 1 / (x + 1 / 2) ^ 4
        = (5 / 2 * (x * (x + 1)) ^ 2 + 11 / 16 * (x * (x + 1)) + 1 / 16)
          / (3 * (x * (x + 1)) ^ 3 * (x + 1 / 2) ^ 4) := by
      field_simp
      ring
    rw [← sub_nonneg, h]
    positivity

/-- The inverse fourth power at the left end of `[x, x + 1]` is at least the difference of
`1 / (3 x³)` across the interval. -/
theorem left_endpoint_step {x : ℝ} (hx : 0 < x) :
    1 / (3 * x ^ 3) - 1 / (3 * (x + 1) ^ 3) ≤ 1 / x ^ 4 := by
  have h : 1 / x ^ 4 - (1 / (3 * x ^ 3) - 1 / (3 * (x + 1) ^ 3))
      = (6 * x ^ 2 + 8 * x + 3) / (3 * x ^ 4 * (x + 1) ^ 3) := by
    field_simp
    ring
  rw [← sub_nonneg, h]
  positivity

/-- A convergent series whose terms dominate the decrements of a sequence tending to zero is at
least the first member of that sequence. -/
theorem telescope_lower {f g : ℕ → ℝ} (hf : Summable f) (hg : Tendsto g atTop (𝓝 0))
    (h : ∀ k, g k - g (k + 1) ≤ f k) : g 0 ≤ ∑' k, f k := by
  have h1 : Tendsto (fun n => g 0 - g n) atTop (𝓝 (g 0 - 0)) := tendsto_const_nhds.sub hg
  rw [sub_zero] at h1
  refine le_of_tendsto_of_tendsto' h1 hf.hasSum.tendsto_sum_nat (fun n => ?_)
  calc g 0 - g n = ∑ k ∈ Finset.range n, (g k - g (k + 1)) := (Finset.sum_range_sub' g n).symm
    _ ≤ ∑ k ∈ Finset.range n, f k := Finset.sum_le_sum fun k _ => h k

/-- Shifted inverse powers with a positive prefactor in the denominator tend to zero. -/
theorem tendsto_inverse_power {a : ℝ} (ha : 0 < a) (c : ℝ) {p : ℕ} (hp : p ≠ 0) :
    Tendsto (fun k : ℕ => 1 / (a * ((k : ℝ) + c) ^ p)) atTop (𝓝 0) := by
  have h1 : Tendsto (fun k : ℕ => (k : ℝ) + c) atTop atTop :=
    tendsto_atTop_add_const_right _ c tendsto_natCast_atTop_atTop
  have h2 : Tendsto (fun k : ℕ => a * ((k : ℝ) + c) ^ p) atTop atTop :=
    Tendsto.const_mul_atTop ha ((tendsto_pow_atTop hp).comp h1)
  exact (tendsto_inv_atTop_zero.comp h2).congr fun k => (one_div _).symm

/-- The partial-wave tail beyond `L` converges and lies between `1 / (3 (L + 3/2)³)` and
`1 / (3 (L + 1)³)`. -/
theorem partialWaveTail_bounds (L : ℕ) :
    Summable (fun k : ℕ => waveWeight (k + (L + 1))) ∧
    1 / (3 * ((L : ℝ) + 3 / 2) ^ 3) ≤ partialWaveTail L ∧
    partialWaveTail L ≤ 1 / (3 * ((L : ℝ) + 1) ^ 3) := by
  -- partial sums are bounded by telescoping the midpoint comparison
  have hs : ∀ n : ℕ, ∑ k ∈ Finset.range n, waveWeight (k + (L + 1))
      ≤ 1 / (3 * ((L : ℝ) + 1) ^ 3) - 1 / (3 * ((n : ℝ) + (L + 1)) ^ 3) := by
    intro n
    induction n with
    | zero => simp
    | succ n ih =>
      have h := (midpoint_step (x := (n : ℝ) + (L + 1)) (by positivity)).2
      have e : ((n + (L + 1) : ℕ) : ℝ) + 1 / 2 = (n : ℝ) + (L + 1) + 1 / 2 := by
        push_cast; ring
      have e' : ((n + 1 : ℕ) : ℝ) + (L + 1) = (n : ℝ) + (L + 1) + 1 := by
        push_cast; ring
      rw [Finset.sum_range_succ, e', waveWeight, e]
      linarith
  have hs' : ∀ n : ℕ, ∑ k ∈ Finset.range n, waveWeight (k + (L + 1))
      ≤ 1 / (3 * ((L : ℝ) + 1) ^ 3) := fun n =>
    (hs n).trans (sub_le_self _ (by positivity))
  have hsum : Summable (fun k : ℕ => waveWeight (k + (L + 1))) :=
    summable_of_sum_range_le (fun k => by unfold waveWeight; positivity) hs'
  refine ⟨hsum, ?_, le_of_tendsto' hsum.hasSum.tendsto_sum_nat hs'⟩
  -- the lower bound telescopes the left-endpoint comparison
  have key : ∀ k : ℕ, 1 / (3 * ((k : ℝ) + (L + 3 / 2)) ^ 3)
      - 1 / (3 * (((k + 1 : ℕ) : ℝ) + (L + 3 / 2)) ^ 3) ≤ waveWeight (k + (L + 1)) := by
    intro k
    have h := left_endpoint_step (x := (k : ℝ) + (L + 3 / 2)) (by positivity)
    have e : ((k + (L + 1) : ℕ) : ℝ) + 1 / 2 = (k : ℝ) + (L + 3 / 2) := by
      push_cast; ring
    have e' : ((k + 1 : ℕ) : ℝ) + (L + 3 / 2) = (k : ℝ) + (L + 3 / 2) + 1 := by
      push_cast; ring
    rw [waveWeight, e, e']
    exact h
  have h := telescope_lower (g := fun k : ℕ => 1 / (3 * ((k : ℝ) + (L + 3 / 2)) ^ 3)) hsum
    (tendsto_inverse_power (by norm_num) _ (by norm_num)) key
  simp only [Nat.cast_zero, zero_add] at h
  exact h

/-- The tail multiplied by `(L + 1)³` is at most `1/3` and falls short of it by at most
`1 / (6 (L + 1)²)`. -/
theorem scaled_tail_bounds (L : ℕ) :
    1 / 3 - 1 / (6 * ((L : ℝ) + 1) ^ 2) ≤ ((L : ℝ) + 1) ^ 3 * partialWaveTail L ∧
    ((L : ℝ) + 1) ^ 3 * partialWaveTail L ≤ 1 / 3 := by
  obtain ⟨hsum, -, hup⟩ := partialWaveTail_bounds L
  have hX : (0 : ℝ) < (L : ℝ) + 1 := by positivity
  have key : ∀ k : ℕ,
      (1 / (3 * ((k : ℝ) + (L + 1)) ^ 3) - 1 / (6 * ((k : ℝ) + (L + 1)) ^ 5))
      - (1 / (3 * (((k + 1 : ℕ) : ℝ) + (L + 1)) ^ 3)
        - 1 / (6 * (((k + 1 : ℕ) : ℝ) + (L + 1)) ^ 5)) ≤ waveWeight (k + (L + 1)) := by
    intro k
    have h := (midpoint_step (x := (k : ℝ) + (L + 1)) (by positivity)).1
    have e : ((k + (L + 1) : ℕ) : ℝ) + 1 / 2 = (k : ℝ) + (L + 1) + 1 / 2 := by
      push_cast; ring
    have e' : ((k + 1 : ℕ) : ℝ) + (L + 1) = (k : ℝ) + (L + 1) + 1 := by
      push_cast; ring
    rw [waveWeight, e, e']
    exact h
  have hlim : Tendsto (fun k : ℕ => 1 / (3 * ((k : ℝ) + (L + 1)) ^ 3)
      - 1 / (6 * ((k : ℝ) + (L + 1)) ^ 5)) atTop (𝓝 0) := by
    have h := (tendsto_inverse_power (a := 3) (by norm_num) ((L : ℝ) + 1)
      (p := 3) (by norm_num)).sub (tendsto_inverse_power (a := 6) (by norm_num)
      ((L : ℝ) + 1) (p := 5) (by norm_num))
    rw [sub_zero] at h
    exact h
  have hlow := telescope_lower hsum hlim key
  simp only [Nat.cast_zero, zero_add] at hlow
  constructor
  · calc 1 / 3 - 1 / (6 * ((L : ℝ) + 1) ^ 2)
        = ((L : ℝ) + 1) ^ 3 * (1 / (3 * ((L : ℝ) + 1) ^ 3) - 1 / (6 * ((L : ℝ) + 1) ^ 5)) := by
          field_simp
      _ ≤ _ := mul_le_mul_of_nonneg_left hlow (by positivity)
  · calc ((L : ℝ) + 1) ^ 3 * partialWaveTail L
        ≤ ((L : ℝ) + 1) ^ 3 * (1 / (3 * ((L : ℝ) + 1) ^ 3)) :=
          mul_le_mul_of_nonneg_left hup (by positivity)
      _ = 1 / 3 := by field_simp

/-- Inverse-cube law: `(L + 1)³` times the partial-wave tail tends to `1/3`. -/
theorem inverse_cube_law :
    Tendsto (fun L : ℕ => ((L : ℝ) + 1) ^ 3 * partialWaveTail L) atTop (𝓝 (1 / 3)) := by
  have h : Tendsto (fun L : ℕ => (1 / 3 : ℝ) - 1 / (6 * ((L : ℝ) + 1) ^ 2)) atTop
      (𝓝 (1 / 3 - 0)) :=
    tendsto_const_nhds.sub (tendsto_inverse_power (by norm_num) 1 (by norm_num))
  rw [sub_zero] at h
  exact tendsto_of_tendsto_of_tendsto_of_le_of_le h tendsto_const_nhds
    (fun L => (scaled_tail_bounds L).1) (fun L => (scaled_tail_bounds L).2)

/-- The truncation error of the model energy is `A` times the partial-wave tail. -/
theorem truncation_error (E₀ A : ℝ) (L : ℕ) :
    truncatedEnergy E₀ A L - completeEnergy E₀ A = A * partialWaveTail L := by
  have hw : Summable waveWeight :=
    (summable_nat_add_iff (L + 1)).1 (partialWaveTail_bounds L).1
  have h := hw.sum_add_tsum_nat_add (L + 1)
  unfold truncatedEnergy completeEnergy partialWaveTail
  rw [← h]
  ring

/-- For `L < M`, inverse-cube extrapolation of the model energies with `X = L + 1` and
`Y = M + 1` misses the complete energy by at most `|A| / (6 X² (Y³ - X³))`. -/
theorem extrapolation_error (E₀ A : ℝ) {L M : ℕ} (hLM : L < M) :
    |cubicExtrapolation ((L : ℝ) + 1) ((M : ℝ) + 1)
        (truncatedEnergy E₀ A L) (truncatedEnergy E₀ A M) - completeEnergy E₀ A|
      ≤ |A| / (6 * ((L : ℝ) + 1) ^ 2 * (((M : ℝ) + 1) ^ 3 - ((L : ℝ) + 1) ^ 3)) := by
  have hL := truncation_error E₀ A L
  have hM := truncation_error E₀ A M
  obtain ⟨l1, l2⟩ := scaled_tail_bounds L
  obtain ⟨m1, m2⟩ := scaled_tail_bounds M
  have hX : (0 : ℝ) < (L : ℝ) + 1 := by positivity
  have hXY : (L : ℝ) + 1 < (M : ℝ) + 1 := by
    have : (L : ℝ) < M := by exact_mod_cast hLM
    linarith
  generalize (L : ℝ) + 1 = X at *
  generalize (M : ℝ) + 1 = Y at *
  have hD : 0 < Y ^ 3 - X ^ 3 := sub_pos.2 (pow_lt_pow_left₀ hXY hX.le (by norm_num))
  -- the complete energy cancels, leaving the difference of the scaled tails
  have herr : cubicExtrapolation X Y (truncatedEnergy E₀ A L) (truncatedEnergy E₀ A M)
      - completeEnergy E₀ A
      = A * (Y ^ 3 * partialWaveTail M - X ^ 3 * partialWaveTail L) / (Y ^ 3 - X ^ 3) := by
    rw [cubicExtrapolation, eq_div_iff hD.ne', sub_mul, div_mul_cancel₀ _ hD.ne']
    linear_combination Y ^ 3 * hM - X ^ 3 * hL
  have hinv : 1 / (6 * Y ^ 2) ≤ 1 / (6 * X ^ 2) :=
    one_div_le_one_div_of_le (by positivity) (by nlinarith)
  have hS : |Y ^ 3 * partialWaveTail M - X ^ 3 * partialWaveTail L| ≤ 1 / (6 * X ^ 2) :=
    abs_le.2 ⟨by linarith, by linarith⟩
  rw [herr, abs_div, abs_mul, abs_of_pos hD]
  calc |A| * |Y ^ 3 * partialWaveTail M - X ^ 3 * partialWaveTail L| / (Y ^ 3 - X ^ 3)
      ≤ |A| * (1 / (6 * X ^ 2)) / (Y ^ 3 - X ^ 3) :=
        div_le_div_of_nonneg_right (mul_le_mul_of_nonneg_left hS (abs_nonneg A)) hD.le
    _ = |A| / (6 * X ^ 2 * (Y ^ 3 - X ^ 3)) := by
        rw [mul_one_div, div_div]

end

end PartialWaveExtrapolation
```

```lean
#print axioms PartialWaveExtrapolation.inverse_cube_law
-- 'PartialWaveExtrapolation.inverse_cube_law' depends on axioms: [propext, Classical.choice, Quot.sound]
#print axioms PartialWaveExtrapolation.extrapolation_error
-- 'PartialWaveExtrapolation.extrapolation_error' depends on axioms: [propext, Classical.choice, Quot.sound]
```

## A model energy built from partial waves

Write $w_l=(l+\tfrac12)^{-4}$ for `waveWeight l` and $T_L=\sum_{k\ge0}w_{k+L+1}$ for `partialWaveTail L`. The theorem `partialWaveTail_bounds` says that for every natural $L$, zero included, this series converges and

$$\frac{1}{3(L+3/2)^3}\le T_L\le\frac{1}{3(L+1)^3}.$$

Convergence is stated separately as `Summable`, because Lean assigns the value 0 to a divergent sum.

The truncated energy is $E_L=E_{\mathrm{ref}}-A\sum_{l\le L}w_l$, where $E_{\mathrm{ref}}$ is the reference energy, written `E₀` in the code. The complete energy $E_\infty$ uses the full series. The inverse fourth-power weight stands for the leading large-$l$ decay of correlation-energy increments in the ground state of a helium-like atom, a consequence of the electron-electron cusp. It is assumed here, not derived from a Schrödinger equation, and is applied to every $l$ without higher-order terms. The real constant $A$ sets the strength of the increments; positive $A$ lowers the energy. Each included wave is taken as radially complete.

Within this one-term model, the results justify inverse-cube extrapolation in the number of partial waves and bound its error. A finite basis set also has a radial error, which the model leaves out. The size $X=L+1$ counts the included waves.

## Comparing each weight with a difference of inverse cubes

For $x>0$, put $p=x(x+1)$. Then $(x+\tfrac12)^4=(p+\tfrac14)^2$ and $(x+1)^3-x^3=3p+1$, so

$$\frac1{3x^3}-\frac1{3(x+1)^3}-\frac1{(x+\frac12)^4}
=\frac{\frac52p^2+\frac{11}{16}p+\frac1{16}}{3p^3(x+\frac12)^4}>0.$$

With $x=k+L+1$, summing over $k$ gives the upper bound. For the lower bound, `left_endpoint_step` uses

$$\frac1{x^4}-\left(\frac1{3x^3}-\frac1{3(x+1)^3}\right)
=\frac{6x^2+8x+3}{3x^4(x+1)^3}>0$$

at $x=k+L+\tfrac32$, and the sum telescopes to $1/(3(L+\tfrac32)^3)$.

A sharper lower bound comes from $g(x)=\frac1{3x^3}-\frac1{6x^5}$. Since $(x+1)^5-x^5=5p^2+5p+1$,

$$g(x)-g(x+1)=\frac{6p^3-3p^2-5p-1}{6p^5},$$

$$\frac1{(x+\frac12)^4}-[g(x)-g(x+1)]
=\frac{\frac{49}{8}p^3+\frac{59}{16}p^2+\frac{13}{16}p+\frac1{16}}{6p^5(x+\frac12)^4}>0.$$

Telescoping from $x=L+1$ and multiplying by $(L+1)^3$ gives `scaled_tail_bounds`:

$$\frac13-\frac1{6(L+1)^2}\le(L+1)^3T_L\le\frac13.$$

Squeezing yields `inverse_cube_law`: the scaled tail tends to $\tfrac13$.

In Lean, `field_simp` and `ring` verify the rational identities, and `positivity` supplies their signs. Induction bounds the partial sums from above, which also proves convergence. The lemma `telescope_lower` passes the lower comparisons to the limit, with `tendsto_inverse_power`, which requires a nonzero exponent, making the far end vanish.

## What extrapolation leaves behind

Splitting the complete series after $l=L$ gives $E_L-E_\infty=AT_L$, which is `truncation_error`. For $L<M$, let $X=L+1$, $Y=M+1$, $S_L=X^3T_L$ and $S_M=Y^3T_M$. Substitution gives

$$\frac{Y^3E_M-X^3E_L}{Y^3-X^3}-E_\infty
=\frac{A(S_M-S_L)}{Y^3-X^3}.$$

Because $Y>X$, both scaled tails lie in $[\tfrac13-\tfrac1{6X^2},\tfrac13]$. Their difference is therefore at most $1/(6X^2)$ in absolute value, and the extrapolation error is at most

$$\frac{|A|}{6X^2(Y^3-X^3)}.$$

In `extrapolation_error`, `linear_combination` performs the cancellation and `abs_le` turns the two interval bounds into the absolute-value estimate.

## Two energies, $L=0$ and $M=1$

The classical sum $\sum_{l\ge0}w_l=\pi^4/6\approx16.2348$, brought in only for this illustration, gives $T_0\approx0.2348$ and $T_1=T_0-16/81\approx0.0373$. With $X=1$ and $Y=2$, the extrapolation error is

$$A\,\frac{8T_1-T_0}{7}\approx0.0091\,A,$$

within the bound $|A|/42\approx0.0238\,|A|$. The better of the two truncated energies misses by $0.0373\,|A|$, about four times the extrapolation error.
